# Joint probabilities for the two-qutrit state (|00⟩ + γ|11⟩ + |22⟩)/√(2 + γ²) in phase bases depend on settings and outcomes only through a total phase

Two parties share the normalised two-qutrit state (|00⟩ + γ|11⟩ + |22⟩)/√(2 + γ²), with γ any real number. Each measures in one of two orthonormal bases, whose vectors have components ζ^(mj)/√3, where ζ = (√3 + i)/2 and j = 0, 1, 2. The first party's vector for setting x and outcome a has m = 4a + 2x, and the second party's vector for setting y and outcome b has m = 8b + 1 + 10y. Settings take the values 0 and 1, and outcomes the values 0, 1 and 2. The theorem `born_schmidt` says that the probability of outcomes a and b under settings x and y is (γ + 2 Re ζ^N)²/(9(2 + γ²)), where N = 4a + 2x + 8b + 1 + 10y is the sum of the two values of m.

The proof reduces the amplitude to a real prefactor times 1 + γz + z², where z is the complex conjugate of ζ^N and has modulus one. It then takes out a factor z, which leaves the real number γ + 2 Re z, and squares the modulus. The step that fails is `hr`, which says that the square of the prefactor is 1/(9(2 + γ²)).

The failing Lean file:

```lean
import Mathlib

open ComplexConjugate

namespace CGLMPQutrits

noncomputable section

/-- Born probabilities of local measurements `A x`, `B y` on the two-qutrit vector `ψ`. -/
def born (ψ : Fin 3 → Fin 3 → ℂ) (A B : Fin 2 → Fin 3 → Fin 3 → ℂ) :
    Fin 2 → Fin 2 → Fin 3 → Fin 3 → ℝ :=
  fun x y a b => Complex.normSq (∑ i, ∑ j, conj (A x a i) * conj (B y b j) * ψ i j)

/-- The phase factor `(√3 + i)/2`. -/
def ζ : ℂ := ⟨√3 / 2, 1 / 2⟩

/-- The vector with components `ζ^(m j)/√3`. -/
def phaseVec (m : ℕ) : Fin 3 → ℂ := fun j => (((√3)⁻¹ : ℝ) : ℂ) * ζ ^ (m * (j : ℕ))

/-- The first party's two measurement bases. -/
def alice (x : Fin 2) (a : Fin 3) : Fin 3 → ℂ := phaseVec (4 * (a : ℕ) + 2 * (x : ℕ))

/-- The second party's two measurement bases. -/
def bob (y : Fin 2) (b : Fin 3) : Fin 3 → ℂ := phaseVec (8 * (b : ℕ) + 1 + 10 * (y : ℕ))

/-- The state `(|00⟩ + γ|11⟩ + |22⟩)/√(2 + γ²)`. -/
def schmidt (γ : ℝ) (i j : Fin 3) : ℂ :=
  if i = j then (((√(2 + γ ^ 2))⁻¹ * (![1, γ, 1] : Fin 3 → ℝ) i : ℝ) : ℂ) else 0

/-- Each joint probability depends on settings and outcomes only through a total phase. -/
theorem born_schmidt (γ : ℝ) (x y : Fin 2) (a b : Fin 3) :
    born (schmidt γ) alice bob x y a b =
      (γ + 2 * (ζ ^ (4 * (a : ℕ) + 2 * (x : ℕ) + (8 * (b : ℕ) + 1 + 10 * (y : ℕ)))).re) ^ 2
        / (9 * (2 + γ ^ 2)) := by
  have h3 : √3 * √3 = 3 := Real.mul_self_sqrt (by norm_num)
  have ht : √(2 + γ ^ 2) * √(2 + γ ^ 2) = 2 + γ ^ 2 := Real.mul_self_sqrt (by positivity)
  simp only [born, alice, bob]
  generalize 4 * (a : ℕ) + 2 * (x : ℕ) = m
  generalize 8 * (b : ℕ) + 1 + 10 * (y : ℕ) = n
  have hz : Complex.normSq (conj ζ ^ (m + n)) = 1 := by
    have : Complex.normSq ζ = 1 := by
      simp only [Complex.normSq_apply, ζ]
      linear_combination h3 / 4
    rw [map_pow, Complex.normSq_conj, this, one_pow]
  have hre : (conj ζ ^ (m + n)).re = (ζ ^ (m + n)).re := by
    rw [← map_pow, Complex.conj_re]
  have amp : ∑ i, ∑ j, conj (phaseVec m i) * conj (phaseVec n j) * schmidt γ i j
      = (((√3)⁻¹ * (√3)⁻¹ * (√(2 + γ ^ 2))⁻¹ : ℝ) : ℂ)
        * (1 + (γ : ℂ) * conj ζ ^ (m + n) + (conj ζ ^ (m + n)) ^ 2) := by
    have v0 : ((0 : Fin 3) : ℕ) = 0 := rfl
    have v1 : ((1 : Fin 3) : ℕ) = 1 := rfl
    have v2 : ((2 : Fin 3) : ℕ) = 2 := rfl
    have c0 : (![1, γ, 1] : Fin 3 → ℝ) 0 = 1 := rfl
    have c1 : (![1, γ, 1] : Fin 3 → ℝ) 1 = γ := rfl
    have c2 : (![1, γ, 1] : Fin 3 → ℝ) 2 = 1 := rfl
    simp only [schmidt, mul_ite, mul_zero, Finset.sum_ite_eq, Finset.mem_univ, if_true]
    simp only [Fin.sum_univ_three, phaseVec, map_mul, map_pow, Complex.conj_ofReal,
      v0, v1, v2, c0, c1, c2]
    push_cast
    ring
  rw [amp, ← hre]
  generalize conj ζ ^ (m + n) = z at hz ⊢
  -- a unit phase factors out and leaves a real amplitude
  have hfac : 1 + (γ : ℂ) * z + z ^ 2 = z * ((γ + 2 * z.re : ℝ) : ℂ) := by
    rw [Complex.normSq_apply] at hz
    apply Complex.ext <;> simp only [pow_two, Complex.add_re, Complex.add_im, Complex.mul_re,
      Complex.mul_im, Complex.one_re, Complex.one_im, Complex.ofReal_re, Complex.ofReal_im]
    · linear_combination -hz
    · ring
  have hr : ((√3)⁻¹ * (√3)⁻¹ * (√(2 + γ ^ 2))⁻¹) * ((√3)⁻¹ * (√3)⁻¹ * (√(2 + γ ^ 2))⁻¹)
      = (9 * (2 + γ ^ 2))⁻¹ := by
    rw [← ht, show (9 : ℝ) = (√3 * √3) * (√3 * √3) by rw [h3]; norm_num]
    simp only [mul_inv]
    ac_rfl
  rw [hfac, Complex.normSq_mul, Complex.normSq_mul, hz, Complex.normSq_ofReal,
    Complex.normSq_ofReal, hr, div_eq_mul_inv]
  ring

end

end CGLMPQutrits
```

The compiler's answer:

```
Main.lean:74:4: error: Tactic `rfl` failed: equality lhs
  (√3)⁻¹ * ((√3)⁻¹ * ((√3)⁻¹ * ((√3)⁻¹ * ((√(√(2 + γ ^ 2) * √(2 + γ ^ 2)))⁻¹ * (√(√(2 + γ ^ 2) * √(2 + γ ^ 2)))⁻¹))))
is not definitionally equal to rhs
  (√3)⁻¹ * ((√3)⁻¹ * ((√3)⁻¹ * ((√3)⁻¹ * ((√(2 + γ ^ 2))⁻¹ * (√(2 + γ ^ 2))⁻¹))))

γ : ℝ
x y : Fin 2
a b : Fin 3
h3 : √3 * √3 = 3
ht : √(2 + γ ^ 2) * √(2 + γ ^ 2) = 2 + γ ^ 2
m n : ℕ
hre : ((starRingEnd ℂ) ζ ^ (m + n)).re = (ζ ^ (m + n)).re
amp :
  ∑ i, ∑ j, (starRingEnd ℂ) (phaseVec m i) * (starRingEnd ℂ) (phaseVec n j) * schmidt γ i j =
    ↑((√3)⁻¹ * (√3)⁻¹ * (√(2 + γ ^ 2))⁻¹) * (1 + ↑γ * (starRingEnd ℂ) ζ ^ (m + n) + ((starRingEnd ℂ) ζ ^ (m + n)) ^ 2)
z : ℂ
hz : Complex.normSq z = 1
hfac : 1 + ↑γ * z + z ^ 2 = z * ↑(γ + 2 * z.re)
⊢ (√3)⁻¹ * ((√3)⁻¹ * ((√3)⁻¹ * ((√3)⁻¹ * ((√(√(2 + γ ^ 2) * √(2 + γ ^ 2)))⁻¹ * (√(√(2 + γ ^ 2) * √(2 + γ ^ 2)))⁻¹)))) =
    (√3)⁻¹ * ((√3)⁻¹ * ((√3)⁻¹ * ((√3)⁻¹ * ((√(2 + γ ^ 2))⁻¹ * (√(2 + γ ^ 2))⁻¹))))
```

The error comes from `rw [← ht]`, which is meant to turn the `2 + γ ^ 2` on the right of `hr` into `√(2 + γ ^ 2) * √(2 + γ ^ 2)`. But `rw` replaces every instance of the term it matches, and `2 + γ ^ 2` also stands under the square roots on the left. Those become `√(√(2 + γ ^ 2) * √(2 + γ ^ 2))`, as the message shows, while the right side has plain `√(2 + γ ^ 2)`. The two sides are still equal as real numbers, but `ac_rfl` only reorders and regroups factors, so it cannot simplify the nested root, and it fails.

The repair first proves `h9`, which writes the whole product `9 * (2 + γ ^ 2)` as a product of square roots. There `h3` and `ht` are used from left to right, turning products of roots back into numbers, and `norm_num` checks what is left. That whole product occurs only on the right of `hr`, so `rw [h9]` leaves the left side alone. After `simp only [mul_inv]` both sides have the same factors, and `ac_rfl` succeeds.

The change, after which it compiles:

```diff
@@ -70,5 +70,9 @@
   have hr : ((√3)⁻¹ * (√3)⁻¹ * (√(2 + γ ^ 2))⁻¹) * ((√3)⁻¹ * (√3)⁻¹ * (√(2 + γ ^ 2))⁻¹)
       = (9 * (2 + γ ^ 2))⁻¹ := by
-    rw [← ht, show (9 : ℝ) = (√3 * √3) * (√3 * √3) by rw [h3]; norm_num]
+    have h9 : 9 * (2 + γ ^ 2)
+        = (√3 * √3) * (√3 * √3) * (√(2 + γ ^ 2) * √(2 + γ ^ 2)) := by
+      rw [h3, ht]
+      norm_num
+    rw [h9]
     simp only [mul_inv]
     ac_rfl
```
